# A spectral bound on autocorrelations in a finite reversible Markov chain

A Monte Carlo run delivers $N$ values of an observable, and successive values are correlated. If they are treated as independent, the error bar on the mean comes out too small whenever positive correlations dominate. Summing the measured correlations up to a cut-off helps, but a slow tail can be lost in the noise at every single lag and still add up to a large contribution.

Such a tail is bounded if one knows how slowly the chain can relax. Let $P$ be the transition matrix of a finite chain in detailed balance with positive weights $\pi_i$, and let $f$ be an observable with $\sum_i \pi_i f_i = 0$, which is arranged by subtracting its mean. Write $C(t)=\sum_i \pi_i f_i (P^t f)_i$. If every eigenvalue of $P$ on nonzero functions of zero $\pi$-mean has modulus at most $L$, with $0\le L<1$, then

$$|C(t)|\le L^t C(0),\qquad C(0)+2\sum_{t\ge1}C(t)\le C(0)\,\frac{1+L}{1-L}.$$

For normalised weights, the left side of the second inequality divided by $N$ is the leading variance of the mean of a long stationary run. For finite-state, reversible Monte Carlo sampling, such as Metropolis updates of randomly chosen sites in a small lattice model, the factor $(1+L)/(1-L)$ therefore limits the loss of effective samples. At $L=0.99$ it is 199.

## Detailed balance and the relaxation bound

The states form a finite type `n`, and observables are real functions on it.

```lean
import Mathlib

open Matrix Finset

namespace ReversibleAutocorrelation

variable {n : Type*} [Fintype n]
```

The conditions on the chain are $\pi_i>0$, $\sum_j P_{ij}=1$ and $\pi_iP_{ij}=\pi_jP_{ji}$. The letter `π` denotes the weights, not the number. They need not sum to one, so Boltzmann factors can be used without the partition function. The entries of $P$ are not required to be nonnegative; stochastic matrices are the case of physical interest.

```lean
/-- The matrix `P` has unit row sums and is in detailed balance with the positive
weights `π`. -/
structure IsReversible (π : n → ℝ) (P : Matrix n n ℝ) : Prop where
  pos : ∀ i, 0 < π i
  row_sum : ∀ i, ∑ j, P i j = 1
  balance : ∀ i j, π i * P i j = π j * P j i
```

The constant function always has eigenvalue 1, because the rows sum to one. It describes equilibrium, not relaxation, so the bound $L$ concerns only eigenfunctions with $\sum_i\pi_i\varphi_i=0$. Physically, $L$ stands for the slowest relaxation in the chain: $1-L$ is small when a barrier separates two regions and escape is rare from both of them. It is assumed here, and for a real system it has to be estimated or proved separately. Only real eigenvalues appear in the definition, which loses nothing for a reversible $P$, since such a matrix is similar to a symmetric one.

```lean
/-- Every real eigenvalue of `P` that has a nonzero real eigenfunction of zero `π`-mean is at most
`L` in modulus. -/
def MeanZeroSpectrumBound (π : n → ℝ) (P : Matrix n n ℝ) (L : ℝ) : Prop :=
  ∀ (μ : ℝ) (φ : n → ℝ), φ ≠ 0 → ∑ i, π i * φ i = 0 → P *ᵥ φ = μ • φ → |μ| ≤ L
```

## Stationarity removes the constant mode

One step of the chain leaves the weighted sum of any function $\varphi$ unchanged. Exchanging the sums and using detailed balance, then the row sums,

$$\sum_i\pi_i(P\varphi)_i=\sum_j\sum_i\pi_iP_{ij}\varphi_j=\sum_j\pi_j\varphi_j\sum_iP_{ji}=\sum_j\pi_j\varphi_j .$$

The `calc` block carries out the last two equalities for each fixed $j$.

```lean
/-- One step of a reversible chain preserves the `π`-weighted sum of any observable. -/
theorem sum_step {π : n → ℝ} {P : Matrix n n ℝ} (h : IsReversible π P) (φ : n → ℝ) :
    ∑ i, π i * (P *ᵥ φ) i = ∑ i, π i * φ i := by
  simp only [Matrix.mulVec, dotProduct, Finset.mul_sum]
  rw [Finset.sum_comm]
  refine Finset.sum_congr rfl fun j _ => ?_
  calc ∑ i, π i * (P i j * φ j) = ∑ i, (π j * φ j) * P j i :=
        Finset.sum_congr rfl fun i _ => by linear_combination φ j * h.balance i j
    _ = π j * φ j := by rw [← Finset.mul_sum, h.row_sum, mul_one]
```

Now let $P\varphi=\mu\varphi$, and suppose that $\varphi$ overlaps with $f$, meaning $\sum_i\pi_i\varphi_if_i\neq0$. The mode itself may have a nonzero mean $c=\sum_i\pi_i\varphi_i/\sum_i\pi_i$, so the bound $L$ does not apply to it directly. Stationarity gives $\mu c=c$, and hence

$$P(\varphi-c)=\mu\varphi-c=\mu(\varphi-c).$$

The function $\varphi-c$ has zero mean. It is also nonzero, since $\varphi=c$ would make the overlap $c\sum_i\pi_if_i=0$. The spectral hypothesis therefore applies to $\varphi-c$ and yields $|\mu|\le L$. In the code, `hμ` is the relation $\mu c=c$, and the three goals after `refine hb μ` are that the shifted mode is nonzero, has zero mean and is an eigenfunction.

```lean
/-- If `L` bounds the mean-zero spectrum of a reversible `P`, an eigenmode that overlaps with
a mean-zero observable has an eigenvalue of modulus at most `L`. -/
theorem abs_eigenvalue_le {π : n → ℝ} {P : Matrix n n ℝ} {L μ : ℝ} {f φ : n → ℝ}
    (h : IsReversible π P) (hb : MeanZeroSpectrumBound π P L)
    (hf : ∑ i, π i * f i = 0) (hφ : P *ᵥ φ = μ • φ)
    (hne : ∑ i, π i * φ i * f i ≠ 0) : |μ| ≤ L := by
  rcases isEmpty_or_nonempty n with hn | hn
  · exact absurd (by simp) hne
  have hπ : 0 < ∑ i, π i := Finset.sum_pos (fun i _ => h.pos i) Finset.univ_nonempty
  obtain ⟨c, hc⟩ : ∃ c : ℝ, c * ∑ i, π i = ∑ i, π i * φ i :=
    ⟨(∑ i, π i * φ i) / ∑ i, π i, div_mul_cancel₀ _ hπ.ne'⟩
  -- stationarity: the mean `c` of the mode satisfies `μ c = c`
  have hs : μ * ∑ i, π i * φ i = ∑ i, π i * φ i := by
    calc μ * ∑ i, π i * φ i = ∑ i, π i * (P *ᵥ φ) i := by
          rw [hφ, Finset.mul_sum]
          exact Finset.sum_congr rfl fun i _ => by
            simp only [Pi.smul_apply, smul_eq_mul]
            ring
      _ = ∑ i, π i * φ i := sum_step h φ
  have hμ : μ * c = c := mul_right_cancel₀ hπ.ne' (by linear_combination hs + (μ - 1) * hc)
  -- hence the mean-zero part of the mode is an eigenfunction too
  refine hb μ (fun i => φ i - c) (fun hz => hne ?_) ?_ ?_
  · calc ∑ i, π i * φ i * f i = ∑ i, c * (π i * f i) :=
          Finset.sum_congr rfl fun i _ => by
            have hi : φ i - c = 0 := congrFun hz i
            linear_combination π i * f i * hi
      _ = 0 := by rw [← Finset.mul_sum, hf, mul_zero]
  · simp only [mul_sub, Finset.sum_sub_distrib]
    rw [← Finset.sum_mul, ← hc]
    ring
  · funext i
    have hi := congrFun hφ i
    simp only [Matrix.mulVec, dotProduct, Pi.smul_apply, smul_eq_mul] at hi ⊢
    simp only [mul_sub, Finset.sum_sub_distrib]
    rw [← Finset.sum_mul, h.row_sum, hi]
    linear_combination hμ
```

## Expanding the correlation function in modes

The correlation function is defined with unnormalised weights. With $Z=\sum_i\pi_i$, the stationary autocovariance at lag $t$ is $C(t)/Z$; the factor $Z$ cancels from both bounds. Reading $C(t)/Z$ as the covariance of recorded samples assumes that the entries of $P$ are nonnegative and that the run has equilibrated; the hypotheses supply neither.

```lean
variable [DecidableEq n]

/-- The autocorrelation function `C(t) = ⟨f, P^t f⟩_π` of the observable `f`. -/
def autocorr (π : n → ℝ) (P : Matrix n n ℝ) (f : n → ℝ) (t : ℕ) : ℝ :=
  ∑ i, π i * f i * ((P ^ t) *ᵥ f) i
```

Detailed balance makes $P$ symmetric after a rescaling. With $s_i=\sqrt{\pi_i}$, put $A_{ij}=s_iP_{ij}/s_j$. Then $A_{ij}=A_{ji}$ is the same as $s_i^2P_{ij}=s_j^2P_{ji}$, which is detailed balance. Let $b_k$ be orthonormal eigenvectors of $A$ with eigenvalues $\mu_k$, and set $\varphi_{k,i}=b_{k,i}/s_i$. Then

$$\sum_jP_{ij}\varphi_{k,j}=\frac1{s_i}\sum_jA_{ij}b_{k,j}=\mu_k\varphi_{k,i}.$$

Expanding the vector with components $s_if_i$ in the $b_k$ and dividing by $s_i$ gives

$$f=\sum_k c_k\varphi_k,\qquad c_k=\sum_i s_if_ib_{k,i}=\sum_i\pi_i\varphi_{k,i}f_i .$$

Lean takes the basis from `hA.eigenvectorBasis` and the expansion from `b.sum_repr'`; the rest of the proof moves the factors $s_i$ to the right places.

```lean
/-- A reversible `P` has real eigenmodes in which every observable is expanded, with its
`π`-weighted overlaps as coefficients. -/
theorem exists_eigenmodes {π : n → ℝ} {P : Matrix n n ℝ} (h : IsReversible π P) :
    ∃ (μ : n → ℝ) (φ : n → n → ℝ), (∀ k, P *ᵥ φ k = μ k • φ k) ∧
      ∀ f : n → ℝ, f = ∑ k, (∑ i, π i * φ k i * f i) • φ k := by
  obtain ⟨s, hs, hss⟩ : ∃ s : n → ℝ, (∀ i, s i ≠ 0) ∧ ∀ i, s i * s i = π i :=
    ⟨fun i => √(π i), fun i => (Real.sqrt_pos.mpr (h.pos i)).ne',
      fun i => Real.mul_self_sqrt (h.pos i).le⟩
  -- the symmetrised matrix and its orthonormal eigenbasis
  have hA : (Matrix.of fun i j => s i * P i j / s j).IsHermitian := by
    refine Matrix.IsHermitian.ext fun i j => ?_
    simp only [Matrix.of_apply, star_trivial]
    rw [div_eq_div_iff (hs i) (hs j)]
    linear_combination P j i * hss j - P i j * hss i - h.balance i j
  let b := hA.eigenvectorBasis
  refine ⟨hA.eigenvalues, fun k i => (b k).ofLp i / s i, fun k => ?_, fun f => ?_⟩
  · funext i
    have e := congrFun (hA.mulVec_eigenvectorBasis k) i
    change ∑ j, s i * P i j / s j * (b k).ofLp j = hA.eigenvalues k * (b k).ofLp i at e
    change ∑ j, P i j * ((b k).ofLp j / s j) = hA.eigenvalues k * ((b k).ofLp i / s i)
    rw [← mul_div_assoc, ← e, eq_div_iff (hs i), Finset.sum_mul]
    exact Finset.sum_congr rfl fun j _ => by ring
  · funext i
    have hx := congrArg (fun y : EuclideanSpace ℝ n => y.ofLp i)
      (b.sum_repr' (WithLp.toLp 2 fun j => s j * f j))
    simp only [WithLp.ofLp_sum, Finset.sum_apply, WithLp.ofLp_smul, Pi.smul_apply,
      smul_eq_mul, PiLp.inner_apply, RCLike.inner_apply, conj_trivial] at hx
    have hc : ∀ k, ∑ j, π j * ((b k).ofLp j / s j) * f j
        = ∑ j, s j * f j * (b k).ofLp j := fun k =>
      Finset.sum_congr rfl fun j _ => by
        have hj := hs j
        rw [← hss j]
        field_simp
    simp only [Finset.sum_apply, Pi.smul_apply, smul_eq_mul, hc]
    simp only [← mul_div_assoc]
    rw [← Finset.sum_div, hx, mul_div_cancel_left₀ _ (hs i)]
```

Each mode evolves by a power of its eigenvalue, $P^t\varphi=\mu^t\varphi$, by induction on $t$.

```lean
/-- An eigenmode of `P` is multiplied by `μ^t` after `t` steps. -/
theorem pow_mulVec_mode {P : Matrix n n ℝ} {μ : ℝ} {φ : n → ℝ} (h : P *ᵥ φ = μ • φ)
    (t : ℕ) : (P ^ t) *ᵥ φ = μ ^ t • φ := by
  induction t with
  | zero => simp
  | succ t ih =>
    rw [pow_succ, ← Matrix.mulVec_mulVec, h, Matrix.mulVec_smul, ih, smul_smul, pow_succ']
```

It follows that $P^tf=\sum_kc_k\mu_k^t\varphi_k$, and inserting this into the definition gives

$$C(t)=\sum_kc_k\mu_k^t\sum_i\pi_i\varphi_{k,i}f_i=\sum_kc_k^2\,\mu_k^t .$$

The weights $w_k=c_k^2$ are nonnegative. Where $w_k\ne0$, the mode overlaps with $f$, and the earlier argument gives $|\mu_k|\le L$.

```lean
/-- If `L` bounds the mean-zero spectrum of a reversible `P`, the autocorrelation function of
a mean-zero observable is a sum of powers `μ^t` with nonnegative weights, and `|μ| ≤ L`
wherever the weight is nonzero. -/
theorem spectral_representation {π : n → ℝ} {P : Matrix n n ℝ} {L : ℝ} {f : n → ℝ}
    (h : IsReversible π P) (hb : MeanZeroSpectrumBound π P L) (hf : ∑ i, π i * f i = 0) :
    ∃ w μ : n → ℝ, (∀ k, 0 ≤ w k) ∧ (∀ k, w k ≠ 0 → |μ k| ≤ L) ∧
      ∀ t, autocorr π P f t = ∑ k, w k * μ k ^ t := by
  obtain ⟨μ, φ, hφ, hexp⟩ := exists_eigenmodes h
  obtain ⟨c, hc⟩ : ∃ c : n → ℝ, ∀ k, c k = ∑ i, π i * φ k i * f i := ⟨_, fun _ => rfl⟩
  have hfc : f = ∑ k, c k • φ k := by
    simp only [hc]
    exact hexp f
  refine ⟨fun k => c k ^ 2, μ, fun k => sq_nonneg _, fun k hk => ?_, fun t => ?_⟩
  · refine abs_eigenvalue_le h hb hf (hφ k) ?_
    rw [← hc]
    exact fun h0 => hk (by simp [h0])
  · have hP : (P ^ t) *ᵥ f = ∑ k, (c k * μ k ^ t) • φ k := by
      conv_lhs => rw [hfc]
      rw [← Matrix.mulVecLin_apply, map_sum]
      exact Finset.sum_congr rfl fun k _ => by
        rw [Matrix.mulVecLin_apply, Matrix.mulVec_smul, pow_mulVec_mode (hφ k), smul_smul]
    unfold autocorr
    rw [hP]
    simp only [Finset.sum_apply, Pi.smul_apply, smul_eq_mul, Finset.mul_sum]
    rw [Finset.sum_comm]
    refine Finset.sum_congr rfl fun k _ => ?_
    calc ∑ i, π i * f i * (c k * μ k ^ t * φ k i)
        = (c k * μ k ^ t) * ∑ i, π i * φ k i * f i := by
          rw [Finset.mul_sum]
          exact Finset.sum_congr rfl fun i _ => by ring
      _ = c k ^ 2 * μ k ^ t := by
          rw [← hc]
          ring
```

## From modes to the two bounds

At $t=0$ the expansion reads $C(0)=\sum_kw_k$, so

$$|C(t)|\le\sum_kw_k|\mu_k|^t\le L^t\sum_kw_k=L^tC(0).$$

The code compares the sums term by term and treats $w_k=0$ separately, because such a mode may be the constant one with eigenvalue 1. This bound does not need $L<1$.

```lean
/-- If `L` bounds the mean-zero spectrum of a reversible `P`, the autocorrelation function of
a mean-zero observable obeys `|C(t)| ≤ L^t C(0)`. -/
theorem abs_autocorr_le {π : n → ℝ} {P : Matrix n n ℝ} {L : ℝ} {f : n → ℝ}
    (h : IsReversible π P) (hb : MeanZeroSpectrumBound π P L) (hf : ∑ i, π i * f i = 0)
    (t : ℕ) : |autocorr π P f t| ≤ L ^ t * autocorr π P f 0 := by
  obtain ⟨w, μ, hw, hμ, hC⟩ := spectral_representation h hb hf
  rw [hC t, hC 0, Finset.mul_sum]
  refine (Finset.abs_sum_le_sum_abs _ _).trans (Finset.sum_le_sum fun k _ => ?_)
  by_cases h0 : w k = 0
  · simp [h0]
  · have hp := mul_le_mul_of_nonneg_left
      (pow_le_pow_left₀ (abs_nonneg (μ k)) (hμ k h0) t) (hw k)
    rw [abs_mul, abs_of_nonneg (hw k), abs_pow, pow_zero, mul_one]
    linarith
```

The series does need it. Lean sums $C(t+1)$ from $t=0$, which is the physical sum over lags $t\ge1$. Since $|C(t+1)|\le L\,C(0)\,L^t$, comparison with the geometric series proves convergence and gives

$$C(0)+2\sum_{t\ge1}C(t)\le C(0)+\frac{2L\,C(0)}{1-L}=C(0)\,\frac{1+L}{1-L}.$$

Convergence is a separate part of the conclusion because Lean gives a divergent series the value zero. The condition $0\le L$ is automatic with two or more states. With a single state there is no nonzero mean-zero function, the spectral condition is empty, and both sides of the bound vanish.

```lean
/-- If `0 ≤ L < 1` bounds the mean-zero spectrum of a reversible `P`, then for a mean-zero
observable the series of `C(t)` converges and `C(0) + 2 ∑ C(t)`, summed over `t ≥ 1`, is at
most `C(0)(1+L)/(1-L)`. -/
theorem integrated_autocorr_le {π : n → ℝ} {P : Matrix n n ℝ} {L : ℝ} {f : n → ℝ}
    (h : IsReversible π P) (hL0 : 0 ≤ L) (hL : L < 1) (hb : MeanZeroSpectrumBound π P L)
    (hf : ∑ i, π i * f i = 0) :
    Summable (fun t => autocorr π P f (t + 1)) ∧
    autocorr π P f 0 + 2 * ∑' t, autocorr π P f (t + 1)
      ≤ autocorr π P f 0 * ((1 + L) / (1 - L)) := by
  -- compare with the geometric series
  have hg := (hasSum_geometric_of_lt_one hL0 hL).mul_left (L * autocorr π P f 0)
  have hle : ∀ t, |autocorr π P f (t + 1)| ≤ L * autocorr π P f 0 * L ^ t := fun t =>
    (abs_autocorr_le h hb hf (t + 1)).trans_eq (by ring)
  have hS : Summable (fun t => autocorr π P f (t + 1)) :=
    Summable.of_norm_bounded hg.summable hle
  have hT := hasSum_le (fun t => (le_abs_self _).trans (hle t)) hS.hasSum hg
  have hi := mul_inv_cancel₀ (sub_pos.mpr hL).ne'
  have e : autocorr π P f 0 * ((1 + L) / (1 - L))
      = autocorr π P f 0 + 2 * (L * autocorr π P f 0 * (1 - L)⁻¹) := by
    rw [div_eq_mul_inv]
    linear_combination autocorr π P f 0 * hi
  exact ⟨hS, by rw [e]; linarith⟩
```

## Independent samples, and a chain without detailed balance

The limiting case $L=0$ is realised by independent sampling, $P_{ij}=\pi_j/Z$. Then $P^tf=0$ for $t\ge1$, and the second bound reduces to $C(0)\le C(0)$.

Detailed balance cannot be weakened to stationarity of $\pi$. Take $\pi=(1,1,1)$ and

$$P=\begin{pmatrix}1/2&1/2&0\\1/6&1/6&2/3\\1/3&1/3&1/3\end{pmatrix},\qquad f=(1,0,-1).$$

Rows and columns sum to one, so $\pi$ is stationary. On mean-zero functions $P^2=0$, so every eigenvalue there, real or complex, is zero and $L=0$ is allowed. Yet $Pf=(1/2,-1/2,0)$, which gives $C(0)=2$ and $C(1)=1/2$. The later correlations vanish, and $C(0)+2\sum_{t\ge1}C(t)=3$ exceeds the would-be bound of 2. This matters in practice because sweeps that update sites in a fixed order generally preserve $\pi$ but break detailed balance.

## A two-state chain with explicit relaxation

Let a system leave its first state with probability $a$ and its second with probability $b$ per step. Its normalised equilibrium weights are $b/(a+b)$ and $a/(a+b)$; the code uses $(b,a)$. Lean numbers the states 0 and 1, so a mean-zero function obeys $b\varphi_0+a\varphi_1=0$, and the first row of the eigenvalue equation becomes

$$\mu\varphi_0=(1-a)\varphi_0+a\varphi_1=(1-a-b)\varphi_0 .$$

Here $\varphi_0\ne0$, since otherwise $\varphi_1$ would vanish too. Thus $\mu=1-a-b$, and $L=|1-a-b|$ is below one for positive $a,b$ with $a+b<2$. Probabilities also require $a,b\le1$, which the theorem does not impose.

The theorem checks these hypotheses. A direct calculation adds that for $a+b\le1$ both bounds are equalities, because every mean-zero $f$ is then an eigenmode with eigenvalue $L$; the factor $(1+L)/(1-L)=(2-a-b)/(a+b)$ grows without limit as $a$ and $b$ both tend to zero.

```lean
/-- The two-state matrix with rows `(1-a, a)` and `(b, 1-b)`, for positive `a`, `b` with
`a + b < 2`, is reversible for the weights `(b, a)`, and `|1-a-b| < 1` bounds its mean-zero
spectrum. -/
theorem two_state_witness {a b : ℝ} (ha : 0 < a) (hb : 0 < b) (hab : a + b < 2) :
    IsReversible ![b, a] !![1 - a, a; b, 1 - b] ∧
    MeanZeroSpectrumBound ![b, a] !![1 - a, a; b, 1 - b] |1 - a - b| ∧
    |1 - a - b| < 1 := by
  refine ⟨⟨?_, ?_, ?_⟩, ?_, abs_lt.mpr ⟨by linarith, by linarith⟩⟩
  · intro i
    fin_cases i <;> simp [ha, hb]
  · intro i
    fin_cases i <;> simp [Fin.sum_univ_two]
  · intro i j
    fin_cases i <;> fin_cases j <;> simp [mul_comm]
  · intro μ φ hφ hm he
    have hm' : b * φ 0 + a * φ 1 = 0 := by simpa [Fin.sum_univ_two] using hm
    have h0 : (1 - a) * φ 0 + a * φ 1 = μ * φ 0 := by
      simpa [Matrix.mulVec, dotProduct, Fin.sum_univ_two] using congrFun he 0
    have hx : φ 0 ≠ 0 := by
      intro hz
      have h1 : φ 1 = 0 := by simpa [hz, ha.ne'] using hm'
      apply hφ
      funext i
      fin_cases i
      · exact hz
      · exact h1
    have hμ : μ = 1 - a - b := mul_right_cancel₀ hx (by linear_combination hm' - h0)
    rw [hμ]

end ReversibleAutocorrelation
```

```lean
#print axioms ReversibleAutocorrelation.abs_autocorr_le
#print axioms ReversibleAutocorrelation.integrated_autocorr_le
```

```
'ReversibleAutocorrelation.abs_autocorr_le' depends on axioms: [propext, Classical.choice, Quot.sound]
'ReversibleAutocorrelation.integrated_autocorr_le' depends on axioms: [propext, Classical.choice, Quot.sound]
```
